# For a Hermitian H in n dimensions, the energy moments of order below n fix a state's energy distribution

Let a two-level Hamiltonian H have energies μ₁ ≠ μ₂, and let w₁ and w₂ be the squared norms of the components of a state x in the two levels. The squared norm s = ⟨x, x⟩ = w₁ + w₂ and the first moment m = ⟨x, H x⟩ = μ₁ w₁ + μ₂ w₂ are two independent linear equations, and they determine both populations:

w₂ = (m − μ₁ s) / (μ₂ − μ₁),  w₁ = s − w₂.

In Lean 4 with Mathlib:

```lean
import Mathlib

open Module.End

namespace EnergyMoments

noncomputable section

variable {E : Type*} [NormedAddCommGroup E] [InnerProductSpace ℂ E] [FiniteDimensional ℂ E]

/-- The finite set of distinct energy levels (eigenvalues) of `H`. -/
def levels (H : Module.End ℂ E) : Finset ℂ :=
  (Module.End.finite_hasEigenvalue H).toFinset

/-- The component of the state `x` in the level `μ`: its orthogonal projection onto the
eigenspace of `H` for `μ`. -/
def levelPart (H : Module.End ℂ E) (μ : ℂ) (x : E) : E :=
  (eigenspace H μ).starProjection x

variable {H : Module.End ℂ E}

/-- A nonzero vector in the eigenspace of `μ` makes `μ` an energy level. -/
lemma mem_levels {μ : ℂ} {v : E} (hv : v ∈ eigenspace H μ) (h0 : v ≠ 0) : μ ∈ levels H :=
  (Set.Finite.mem_toFinset _).mpr (hasEigenvalue_of_hasEigenvector ⟨hv, h0⟩)

/-- The component of a state in a level lies in the eigenspace of that level. -/
lemma levelPart_mem (μ : ℂ) (x : E) : levelPart H μ x ∈ eigenspace H μ :=
  Submodule.starProjection_apply_mem _ x

/-- What remains of a state after removing its component in a level is orthogonal to that level. -/
lemma inner_residual {μ : ℂ} {v : E} (hv : v ∈ eigenspace H μ) (x : E) :
    inner ℂ v (x - levelPart H μ x) = 0 :=
  (Submodule.mem_orthogonal _ _).mp (Submodule.sub_starProjection_mem_orthogonal x) v hv

/-- For a Hermitian `H`, every vector is the sum of its components in the energy levels. -/
theorem sum_levelPart (hH : LinearMap.IsSymmetric H) (x : E) :
    ∑ μ ∈ levels H, levelPart H μ x = x := by
  -- the difference is orthogonal to all eigenspaces, and these span the whole space
  have hz : x - ∑ μ ∈ levels H, levelPart H μ x ∈ (⨆ μ, eigenspace H μ)ᗮ := by
    rw [← Submodule.iInf_orthogonal, Submodule.mem_iInf]
    intro μ
    rw [Submodule.mem_orthogonal]
    intro v hv
    by_cases h0 : v = 0
    · simp [h0]
    have hs : ∑ ν ∈ levels H, inner ℂ v (levelPart H ν x) = inner ℂ v (levelPart H μ x) :=
      Finset.sum_eq_single_of_mem μ (mem_levels hv h0) fun ν _ hne =>
        hH.orthogonalFamily_eigenspaces hne.symm ⟨v, hv⟩ ⟨_, levelPart_mem ν x⟩
    rw [inner_sub_right, inner_sum, hs, ← inner_sub_right]
    exact inner_residual hv x
  rw [hH.orthogonalComplement_iSup_eigenspaces_eq_bot] at hz
  exact (sub_eq_zero.mp ((Submodule.mem_bot ℂ).mp hz)).symm

/-- For a Hermitian `H`, the `k`-th moment `⟨x, H^k x⟩` is the sum of `μ ^ k` over the levels,
weighted with the populations `‖P_μ x‖ ^ 2`. -/
theorem moment_eq (hH : LinearMap.IsSymmetric H) (x : E) (k : ℕ) :
    inner ℂ x ((H ^ k) x) = ∑ μ ∈ levels H, μ ^ k * (‖levelPart H μ x‖ : ℂ) ^ 2 := by
  have hpow : ∀ μ : ℂ, (H ^ k) (levelPart H μ x) = μ ^ k • levelPart H μ x := by
    intro μ
    have h1 := mem_eigenspace_iff.mp (levelPart_mem (H := H) μ x)
    induction k with
    | zero => simp
    | succ k ih => rw [pow_succ', Module.End.mul_apply, ih, map_smul, h1, smul_smul, pow_succ]
  have hHx : (H ^ k) x = ∑ μ ∈ levels H, μ ^ k • levelPart H μ x := by
    conv_lhs => rw [← sum_levelPart hH x]
    rw [map_sum]
    exact Finset.sum_congr rfl fun μ _ => hpow μ
  rw [hHx, inner_sum]
  refine Finset.sum_congr rfl fun μ _ => ?_
  -- the overlap of `x` with its own component is the population
  have h2 : inner ℂ (x - levelPart H μ x) (levelPart H μ x) = 0 :=
    inner_eq_zero_symm.mp (inner_residual (levelPart_mem μ x) x)
  rw [inner_sub_left, sub_eq_zero] at h2
  rw [inner_smul_right, h2]
  congr 1
  exact inner_self_eq_norm_sq_to_K (𝕜 := ℂ) _

/-- Weights on `d` distinct points whose first `d` power sums vanish are all zero. -/
theorem weights_eq_zero (S : Finset ℂ) (c : ℂ → ℂ)
    (h : ∀ k < S.card, ∑ μ ∈ S, μ ^ k * c μ = 0) : ∀ a ∈ S, c a = 0 := by
  intro a ha
  -- test with the polynomial that vanishes at every point except `a`
  let p : Polynomial ℂ := ∏ ν ∈ S.erase a, (Polynomial.X - Polynomial.C ν)
  have hd : p.natDegree ≤ (S.erase a).card :=
    (Polynomial.natDegree_prod_le _ _).trans (by simp)
  have hlt : (S.erase a).card < S.card := Finset.card_erase_lt_of_mem ha
  have hsum : ∑ μ ∈ S, p.eval μ * c μ = 0 := by
    simp_rw [Polynomial.eval_eq_sum_range, Finset.sum_mul]
    rw [Finset.sum_comm]
    refine Finset.sum_eq_zero fun k hk => ?_
    have hk' := Finset.mem_range.mp hk
    simp_rw [mul_assoc]
    rw [← Finset.mul_sum, h k (by omega), mul_zero]
  have heval : ∀ μ, p.eval μ = ∏ ν ∈ S.erase a, (μ - ν) := by
    intro μ
    simp [p, Polynomial.eval_prod]
  rw [Finset.sum_eq_single_of_mem a ha (fun μ hμ hne => by
    rw [heval, Finset.prod_eq_zero (Finset.mem_erase.mpr ⟨hne, hμ⟩) (sub_self μ), zero_mul])]
    at hsum
  refine (mul_eq_zero.mp hsum).resolve_left ?_
  rw [heval]
  exact Finset.prod_ne_zero_iff.mpr fun ν hν => sub_ne_zero.mpr (Finset.ne_of_mem_erase hν).symm

/-- For a Hermitian `H` with `d` distinct energy levels, the moments of `x` and `y` of order `k < d`
agree if and only if `x` and `y` have components of equal norm in every eigenspace of `H`. -/
theorem moments_iff_of_levels (hH : LinearMap.IsSymmetric H) (x y : E) :
    (∀ k < (levels H).card, inner ℂ x ((H ^ k) x) = inner ℂ y ((H ^ k) y)) ↔
      ∀ μ, ‖levelPart H μ x‖ = ‖levelPart H μ y‖ := by
  constructor
  · intro h μ
    by_cases hμ : μ ∈ levels H
    · have hc := weights_eq_zero (levels H)
        (fun μ => (‖levelPart H μ x‖ : ℂ) ^ 2 - (‖levelPart H μ y‖ : ℂ) ^ 2)
        (fun k hk => by
          simp only [mul_sub, Finset.sum_sub_distrib]
          rw [← moment_eq hH x k, ← moment_eq hH y k, h k hk, sub_self]) μ hμ
      have h2 : ‖levelPart H μ x‖ ^ 2 = ‖levelPart H μ y‖ ^ 2 := by
        exact_mod_cast sub_eq_zero.mp hc
      exact (sq_eq_sq₀ (norm_nonneg _) (norm_nonneg _)).mp h2
    · -- outside the spectrum both components vanish
      have h0 : ∀ z : E, levelPart H μ z = 0 := fun z => by
        by_contra hz
        exact hμ (mem_levels (levelPart_mem μ z) hz)
      rw [h0, h0]
  · intro h k _
    simp only [moment_eq hH, h]

/-- An operator on an `n`-dimensional space has at most `n` distinct energy levels. -/
lemma card_levels_le (H : Module.End ℂ E) : (levels H).card ≤ Module.finrank ℂ E := by
  have hex : ∀ i : levels H, ∃ v, HasEigenvector H (i : ℂ) v := fun i =>
    HasEigenvalue.exists_hasEigenvector ((Set.Finite.mem_toFinset _).mp i.2)
  choose v hv using hex
  have hli := eigenvectors_linearIndependent' H (fun i : levels H => (i : ℂ))
    Subtype.val_injective v hv
  simpa using hli.fintype_card_le_finrank

/-- For a Hermitian `H` on an `n`-dimensional space, the moments `⟨x, H^k x⟩` and `⟨y, H^k y⟩`
agree for all `k < n` if and only if `x` and `y` have components of equal norm in every
eigenspace of `H`. -/
theorem moments_iff_distribution (hH : LinearMap.IsSymmetric H) (x y : E) :
    (∀ k < Module.finrank ℂ E, inner ℂ x ((H ^ k) x) = inner ℂ y ((H ^ k) y)) ↔
      ∀ μ, ‖levelPart H μ x‖ = ‖levelPart H μ y‖ := by
  constructor
  · intro h
    exact (moments_iff_of_levels hH x y).mp fun k hk => h k (hk.trans_le (card_levels_le H))
  · intro h k _
    simp only [moment_eq hH, h]

/-- For a Hermitian `H`, any nonnegative values are the squared norms of the level components of
some vector, which need not be normalised. -/
theorem exists_populations (hH : LinearMap.IsSymmetric H) (p : levels H → ℝ)
    (hp : ∀ i, 0 ≤ p i) : ∃ x : E, ∀ i : levels H, ‖levelPart H i x‖ ^ 2 = p i := by
  have hex : ∀ i : levels H, ∃ u ∈ eigenspace H (i : ℂ), ‖u‖ ^ 2 = p i := by
    intro i
    obtain ⟨v, hv⟩ := HasEigenvalue.exists_hasEigenvector ((Set.Finite.mem_toFinset _).mp i.2)
    have hn : ‖v‖ ≠ 0 := norm_ne_zero_iff.mpr hv.2
    refine ⟨((√(p i) / ‖v‖ : ℝ) : ℂ) • v, Submodule.smul_mem _ _ hv.1, ?_⟩
    rw [norm_smul, Complex.norm_real, mul_pow, Real.norm_eq_abs, sq_abs, div_pow,
      Real.sq_sqrt (hp i), div_mul_cancel₀ _ (pow_ne_zero 2 hn)]
  choose u hu hn using hex
  refine ⟨∑ j, u j, fun i => ?_⟩
  -- the component of the superposition in level `i` is `u i`
  have hd := Submodule.sub_mem _ (levelPart_mem (H := H) (i : ℂ) (∑ j, u j)) (hu i)
  have h1 := inner_residual hd (∑ j, u j)
  have h2 : inner ℂ (levelPart H i (∑ j, u j) - u i) (∑ j, u j) =
      inner ℂ (levelPart H i (∑ j, u j) - u i) (u i) := by
    rw [inner_sum]
    exact Finset.sum_eq_single_of_mem i (Finset.mem_univ i) fun j _ hne =>
      hH.orthogonalFamily_eigenspaces (fun h => hne (Subtype.ext h.symm)) ⟨_, hd⟩ ⟨_, hu j⟩
  rw [inner_sub_right, h2, ← inner_sub_right, ← neg_sub, inner_neg_left, neg_eq_zero,
    inner_self_eq_zero, sub_eq_zero] at h1
  rw [← h1, hn i]

/-- For every Hermitian `H` on a nonzero space, with `d` distinct levels, there are two vectors, not
necessarily normalised, whose moments of order `k < d - 1` agree but whose components in some
eigenspace differ in norm. -/
theorem moments_sharp [Nontrivial E] (hH : LinearMap.IsSymmetric H) :
    ∃ x y : E, (∀ k, k + 1 < (levels H).card →
      inner ℂ x ((H ^ k) x) = inner ℂ y ((H ^ k) y)) ∧
      ∃ μ, ‖levelPart H μ x‖ ≠ ‖levelPart H μ y‖ := by
  have hpos : 0 < (levels H).card := by
    rw [Finset.card_pos, Finset.nonempty_iff_ne_empty]
    intro h
    obtain ⟨v, hv⟩ := exists_ne (0 : E)
    have h1 := sum_levelPart hH v
    rw [h, Finset.sum_empty] at h1
    exact hv h1.symm
  have hre : ∀ i : levels H, (((i : ℂ).re : ℝ) : ℂ) = i := fun i =>
    Complex.conj_eq_iff_re.mp (hH.conj_eigenvalue_eq_self ((Set.Finite.mem_toFinset _).mp i.2))
  -- `d - 1` moments are too few linear conditions to separate weights on `d` levels
  let A : Matrix (Fin ((levels H).card - 1)) (levels H) ℝ :=
    Matrix.of fun k i => (i : ℂ).re ^ (k : ℕ)
  have hA : ¬ Function.Injective A.mulVecLin := fun h => by
    have h1 := LinearMap.finrank_le_finrank_of_injective h
    simp only [Module.finrank_fintype_fun_eq_card, Fintype.card_coe, Fintype.card_fin] at h1
    omega
  simp only [Function.Injective, not_forall] at hA
  obtain ⟨a, b, hab, hne⟩ := hA
  -- a common shift makes both weights nonnegative
  let C : ℝ := ∑ i, (|a i| + |b i|)
  have hC : ∀ i, |a i| + |b i| ≤ C := fun i =>
    Finset.single_le_sum (f := fun i => |a i| + |b i|) (fun j _ => by positivity)
      (Finset.mem_univ i)
  obtain ⟨x, hx⟩ := exists_populations hH (fun i => a i + C) fun i => by
    linarith [hC i, neg_abs_le (a i), abs_nonneg (b i)]
  obtain ⟨y, hy⟩ := exists_populations hH (fun i => b i + C) fun i => by
    linarith [hC i, neg_abs_le (b i), abs_nonneg (a i)]
  refine ⟨x, y, fun k hk => ?_, ?_⟩
  · have h1 : ∑ i : levels H, (i : ℂ).re ^ k * a i = ∑ i : levels H, (i : ℂ).re ^ k * b i :=
      congrFun hab ⟨k, by omega⟩
    have key : ∀ (z : E) (c : levels H → ℝ), (∀ i : levels H, ‖levelPart H i z‖ ^ 2 = c i) →
        inner ℂ z ((H ^ k) z) = ((∑ i : levels H, (i : ℂ).re ^ k * c i : ℝ) : ℂ) := by
      intro z c hc
      rw [moment_eq hH, ← Finset.sum_coe_sort, Complex.ofReal_sum]
      refine Finset.sum_congr rfl fun i _ => ?_
      rw [← hc i, Complex.ofReal_mul, Complex.ofReal_pow, Complex.ofReal_pow, hre i]
    rw [key x _ hx, key y _ hy]
    simp only [mul_add, Finset.sum_add_distrib, h1]
  · obtain ⟨i, hi⟩ := Function.ne_iff.mp hne
    refine ⟨i, fun h => hi ?_⟩
    have h1 := hx i
    rw [h, hy i] at h1
    linarith

end

end EnergyMoments
```

```lean
#print axioms EnergyMoments.moments_iff_distribution
#print axioms EnergyMoments.moments_sharp
```

```
'EnergyMoments.moments_iff_distribution' depends on axioms: [propext, Classical.choice, Quot.sound]
'EnergyMoments.moments_sharp' depends on axioms: [propext, Classical.choice, Quot.sound]
```

The main theorem, `moments_iff_distribution`, extends this to any finite dimension n. For a Hermitian H and two states x and y, it says that

⟨x, H^k x⟩ = ⟨y, H^k y⟩ for all k < n

holds if and only if

‖P_μ x‖ = ‖P_μ y‖ for every μ,

where P_μ is the orthogonal projector onto the eigenspace of H for μ. The companion `moments_iff_of_levels` replaces n by the number d of distinct energy levels, which is smaller than n when there is degeneracy. By `moments_sharp`, the moments with k < d − 1 do not suffice for all vectors: for every Hermitian H on a nonzero space, some two vectors share these moments but have different populations. For d ≥ 2 such a pair exists among unit vectors too: the two vectors in the theorem then agree in the moment k = 0, so they have the same nonzero norm and can both be scaled to norm 1.

In the code, the state space `E` is a finite-dimensional complex inner-product space, and n is `Module.finrank ℂ E`. The Hamiltonian is a linear map `H : Module.End ℂ E`, and `LinearMap.IsSymmetric H` says that ⟨H u, v⟩ = ⟨u, H v⟩ for all u and v. A Hermitian n × n matrix is covered through its action on ℂⁿ with the standard inner product. `levels H` is the set of distinct eigenvalues, and `levelPart H μ x` is P_μ x. The eigenvalues have complex type although Hermiticity makes them real. The theorem lets μ run over all complex numbers, but away from the levels both projections are zero.

The vectors need not be normalised. For a nonzero x, the probability of measuring the energy μ is ‖P_μ x‖² / ‖x‖², and the expectation value of H^k is ⟨x, H^k x⟩ / ‖x‖². For unit vectors the denominators are 1, and so is the moment with k = 0. Equal distributions do not make the states equal: relative phases between levels, and directions inside a degenerate level, remain free.

When a Hamiltonian is projected onto a finite orthonormal basis, as in a configuration-interaction calculation, the result applies to the projected matrix: it says how many exact moments of that matrix suffice to fix the weights of a vector on its eigenspaces. It gives no error bound for approximate moments and does not treat infinite-dimensional spaces.

The derivation starts by splitting a state into its level components. Let r be the remainder x − Σ_μ P_μ x, with the sum over the levels, and let v be a nonzero vector in the eigenspace of μ. Eigenspaces for different energies are orthogonal, so only one term of the sum overlaps with v:

⟨v, r⟩ = ⟨v, x − P_μ x⟩ = 0.

The last equality is the defining property of an orthogonal projection. Since the eigenspaces of a Hermitian operator span the space, r = 0. This is `sum_levelPart`, where Mathlib's `orthogonalComplement_iSup_eigenspaces_eq_bot` supplies the spanning property.

Each component satisfies H^k P_μ x = μ^k P_μ x, by induction on k. Its overlap with the full state is

⟨x, P_μ x⟩ = ⟨P_μ x, P_μ x⟩ + ⟨x − P_μ x, P_μ x⟩ = ‖P_μ x‖².

Applying H^k to the decomposition and taking the inner product with x therefore gives `moment_eq`:

⟨x, H^k x⟩ = Σ_μ μ^k ‖P_μ x‖².

This formula settles one direction at once: equal populations give equal moments, for every k.

For the other direction, set c_μ = ‖P_μ x‖² − ‖P_μ y‖². If the first d moments agree, then

Σ_μ μ^k c_μ = 0 for all k < d.

Choose a level a and form the polynomial that vanishes at every other level:

p(z) = ∏_{ν ≠ a} (z − ν) = Σ_{k<d} α_k z^k.

Its degree is d − 1, so the vanishing sums are enough to evaluate

Σ_μ p(μ) c_μ = Σ_{k<d} α_k Σ_μ μ^k c_μ = 0.

On the left only the term μ = a survives, which leaves p(a) c_a = 0. The number p(a) is a product of nonzero differences, or the empty product 1 when d = 1, so c_a = 0. The squared norms agree in every level, and because norms are nonnegative, so do the norms themselves.

The lemma `weights_eq_zero` carries out this argument, and it turns on `Polynomial.eval_eq_sum_range`. The polynomial is defined as a product, which makes its zeros visible, while the hypothesis concerns powers of μ. The Mathlib lemma rewrites `p.eval μ` as a sum of coefficients times powers, with k running up to `p.natDegree`. `Finset.sum_comm` then exchanges the sums over levels and powers, and the degree bound `hd` ensures that the hypothesis applies to each k that occurs. The coefficients α_k are never computed. Afterwards `heval` returns to the product form, in which all terms but one vanish.

To pass from d to n, `card_levels_le` picks one eigenvector for each level. Eigenvectors for distinct eigenvalues are linearly independent, so d ≤ n, and agreement of the first n moments includes agreement of the first d.

Sharpness needs vectors with prescribed populations, which `exists_populations` constructs. Given nonnegative weights w_i, choose an eigenvector v_i in each level and put

u_i = (√w_i / ‖v_i‖) v_i,  x = Σ_i u_i.

Then P_i x = u_i, where P_i is the orthogonal projector onto the eigenspace of level i. To see this, let D = P_i x − u_i, which lies in the eigenspace of level i. Orthogonality of the levels gives ⟨D, x⟩ = ⟨D, u_i⟩, and the projection property gives ⟨D, x⟩ = ⟨D, P_i x⟩. Subtracting yields ⟨D, D⟩ = 0, so D = 0 and ‖P_i x‖² = w_i.

Now consider the linear map A from ℝ^d to ℝ^(d−1) that sends weights a_i to the sums Σ_i μ_i^k a_i with k < d − 1, where μ_i is the energy of level i. It lowers the dimension, so two different weight vectors a and b have the same image. Their entries may be negative, but with

C = Σ_i (|a_i| + |b_i|)

the shifted weights a_i + C and b_i + C are nonnegative, and each of the two sets is realised by a vector, not necessarily normalised. The shift adds the same amount, C Σ_i μ_i^k, to both k-th moments, so these still agree for k < d − 1 while at least one population differs. In `moments_sharp` the map is the matrix `A`, and a comparison of dimensions shows that it is not injective. Its entries use real parts because the weights are real and the eigenvalues have complex type; `hre` confirms that nothing is lost. When d = 1 there are no moments to compare, and the two vectors simply differ in norm, which is not a difference between physical energy distributions.

For a general linear map H, both directions of the equivalence can fail. Take n = 2 with orthonormal basis vectors e₁ and e₂, and let

H e₁ = 0,  H e₂ = e₁.

The only eigenvalue is 0, and its eigenspace is spanned by e₁. The states e₁ and e₂ both have squared norm 1 and first moment 0, so their moments agree for all k < 2, yet their projections onto the eigenspace have norms 1 and 0. Conversely, (e₁ + e₂)/√2 and (e₁ − e₂)/√2 have projections of equal norm 1/√2, but their first moments are 1/2 and −1/2. The eigenspace of this H does not span the space, so the decomposition on which the moment formula rests is missing.
